# For positive weights and transition energies, every broadening that maximizes a finite-cell Kubo-Greenwood conductivity lies between the extreme transition energies

**Q:** What exactly is your conductivity, and which conventions does it hide?

**A:** It is the zero-frequency sum over finitely many transitions j:

S(h) = ∑ c_j h/(w_j² + h²)

Here w_j is a transition energy and h the broadening, in the same units: the half width at half maximum of the Lorentzian. The weight c_j collects the squared velocity matrix element, the occupation difference divided by the transition energy, and all prefactors, including the 1/π of a normalised Lorentzian. In Lean, `ι` labels the transitions, and `c` and `w` are real functions on it.

```lean
import Mathlib

open Filter Topology

namespace KuboGreenwoodBroadening

noncomputable section

variable {ι : Type*} [Fintype ι]

/-- Kubo-Greenwood dc conductivity of a finite cell with transition energies `w j`, weights `c j`
and Lorentzian broadening `h`; the domain is `h ≠ 0`, or any `h` if all `w j ≠ 0`. -/
def conductivity (c w : ι → ℝ) (h : ℝ) : ℝ := ∑ j, c j * h / (w j ^ 2 + h ^ 2)
```

**Q:** So you assume the Kubo-Greenwood formula?

**A:** Yes. It is the definition here, for independent electrons with energies and weights that don't change with h. Linear response and the infinite-cell limit don't enter.

**Q:** And "optimal"? A large conductivity isn't necessarily a correct one.

**A:** `IsOptimal` means only that h is positive and no other positive broadening gives a larger S. The two gaps are the minimum and maximum of the listed w_j, so a transition with zero weight must be removed from the list first.

```lean
/-- The positive broadening `h` maximizes the conductivity among all positive broadenings. -/
structure IsOptimal (c w : ι → ℝ) (h : ℝ) : Prop where
  pos : 0 < h
  max : ∀ k, 0 < k → conductivity c w k ≤ conductivity c w h

/-- The smallest transition energy of the cell. -/
def lowestGap [Nonempty ι] (w : ι → ℝ) : ℝ := Finset.univ.inf' Finset.univ_nonempty w

/-- The largest transition energy of the cell. -/
def highestGap [Nonempty ι] (w : ι → ℝ) : ℝ := Finset.univ.sup' Finset.univ_nonempty w
```

**Q:** What happens at small broadening?

**A:** Divide by h > 0:

S(h)/h = ∑ c_j/(w_j² + h²) → ∑ c_j/w_j² as h → 0+

Each term is continuous at h = 0 if w_j ≠ 0, and the sum is finite. The theorem needs no sign condition on the weights. The proof takes this limit termwise, then identifies the two expressions for h > 0.

The one-sided filter `𝓝[>] 0` matters. With `𝓝 0` the point h = 0 would count too, where Lean sets S(0)/0 to 0, and the statement would be false for positive weights and at least one transition.

```lean
/-- If no transition energy is zero, the conductivity divided by the broadening tends to
`∑ c j / w j ^ 2` as the broadening tends to zero from above. -/
theorem small_broadening (c w : ι → ℝ) (hw : ∀ j, w j ≠ 0) :
    Tendsto (fun h => conductivity c w h / h) (𝓝[>] 0) (𝓝 (∑ j, c j / w j ^ 2)) := by
  have hc : Tendsto (fun h : ℝ => ∑ j, c j / (w j ^ 2 + h ^ 2)) (𝓝 0)
      (𝓝 (∑ j, c j / w j ^ 2)) := by
    refine tendsto_finsetSum _ fun j _ => ?_
    have h1 : ContinuousAt (fun h : ℝ => c j / (w j ^ 2 + h ^ 2)) 0 :=
      ContinuousAt.div (by fun_prop) (by fun_prop) (by simpa using hw j)
    simpa using h1.tendsto
  refine (hc.mono_left nhdsWithin_le_nhds).congr' ?_
  filter_upwards [self_mem_nhdsWithin] with h hh
  have hpos : 0 < h := hh
  rw [conductivity, Finset.sum_div]
  refine Finset.sum_congr rfl fun j _ => ?_
  have h0 : w j ^ 2 + h ^ 2 ≠ 0 := by positivity
  field_simp
```

**Q:** And at large broadening?

**A:** Put x = 1/h:

h S(h) = ∑ c_j h²/(w_j² + h²) = ∑ c_j/(w_j² x² + 1) → ∑ c_j as x → 0+

Lean composes continuity at x = 0 with `tendsto_inv_atTop_zero`. This limit holds for all real weights and energies.

```lean
/-- The broadening times the conductivity tends to the total weight `∑ c j` as the broadening
tends to infinity. -/
theorem large_broadening (c w : ι → ℝ) :
    Tendsto (fun h => h * conductivity c w h) atTop (𝓝 (∑ j, c j)) := by
  -- in the variable `x = 1 / h` the function is continuous at zero
  have hc : Tendsto (fun x : ℝ => ∑ j, c j / (w j ^ 2 * x ^ 2 + 1)) (𝓝 0) (𝓝 (∑ j, c j)) := by
    refine tendsto_finsetSum _ fun j _ => ?_
    have h1 : ContinuousAt (fun x : ℝ => c j / (w j ^ 2 * x ^ 2 + 1)) 0 :=
      ContinuousAt.div (by fun_prop) (by fun_prop) (by simp)
    simpa using h1.tendsto
  refine (hc.comp tendsto_inv_atTop_zero).congr' ?_
  filter_upwards [eventually_gt_atTop (0 : ℝ)] with h hh
  simp only [Function.comp_apply]
  rw [conductivity, Finset.mul_sum]
  refine Finset.sum_congr rfl fun j _ => ?_
  have h0 : w j ^ 2 + h ^ 2 ≠ 0 := by positivity
  have e : w j ^ 2 * h⁻¹ ^ 2 + 1 = (w j ^ 2 + h ^ 2) / h ^ 2 := by field_simp
  rw [e]
  field_simp
```

**Q:** So with at least one transition and positive weights and energies, S first rises and later falls. Why should the gaps bound the maximum?

**A:** Compare one term at 0 < a < b:

b/(w_j² + b²) − a/(w_j² + a²) = (b − a)(w_j² − ab)/((w_j² + a²)(w_j² + b²))

If b ≤ w_j for all j, then ab < b² ≤ w_j², and every term grows. If a ≥ w_j for all j, then ab > a² ≥ w_j², and every term shrinks. In both proofs `key` is the sign of the numerator, with c_j included.

```lean
/-- With at least one transition and positive weights, the conductivity strictly increases with the
broadening, for positive broadenings, as long as the broadening does not exceed any transition
energy. -/
theorem increasing_below [Nonempty ι] {c w : ι → ℝ} (hc : ∀ j, 0 < c j) {a b : ℝ}
    (ha : 0 < a) (hab : a < b) (hb : ∀ j, b ≤ w j) :
    conductivity c w a < conductivity c w b := by
  have hb0 : 0 < b := ha.trans hab
  refine Finset.sum_lt_sum_of_nonempty Finset.univ_nonempty fun j _ => ?_
  have h1 : b * b ≤ w j * w j := mul_self_le_mul_self hb0.le (hb j)
  have h2 : 0 < b * (b - a) := mul_pos hb0 (sub_pos.2 hab)
  have key : 0 < c j * ((b - a) * (w j ^ 2 - a * b)) :=
    mul_pos (hc j) (mul_pos (sub_pos.2 hab) (by nlinarith))
  rw [div_lt_div_iff₀ (by positivity) (by positivity)]
  nlinarith [key]

/-- With at least one transition and positive weights and energies, the conductivity strictly
decreases with the broadening once the broadening is at least as large as every transition energy.
-/
theorem decreasing_above [Nonempty ι] {c w : ι → ℝ} (hc : ∀ j, 0 < c j) (hw : ∀ j, 0 < w j)
    {a b : ℝ} (ha : ∀ j, w j ≤ a) (hab : a < b) :
    conductivity c w b < conductivity c w a := by
  have ha0 : 0 < a := (hw (Classical.arbitrary ι)).trans_le (ha _)
  have hb0 : 0 < b := ha0.trans hab
  refine Finset.sum_lt_sum_of_nonempty Finset.univ_nonempty fun j _ => ?_
  have h1 : w j * w j ≤ a * a := mul_self_le_mul_self (hw j).le (ha j)
  have h2 : 0 < a * (b - a) := mul_pos ha0 (sub_pos.2 hab)
  have key : 0 < c j * ((b - a) * (a * b - w j ^ 2)) :=
    mul_pos (hc j) (mul_pos (sub_pos.2 hab) (by nlinarith))
  rw [div_lt_div_iff₀ (by positivity) (by positivity)]
  nlinarith [key]
```

**Q:** Where does the derivative come in?

**A:** The quotient rule gives

S′(h) = ∑ c_j (w_j² − h²)/(w_j² + h²)²

It supplies continuity now and the stationarity condition later.

```lean
/-- The derivative of the conductivity with respect to a positive broadening `h`. -/
theorem hasDerivAt_conductivity (c w : ι → ℝ) {h : ℝ} (hh : 0 < h) :
    HasDerivAt (conductivity c w)
      (∑ j, c j * (w j ^ 2 - h ^ 2) / (w j ^ 2 + h ^ 2) ^ 2) h := by
  have key : ∀ j ∈ (Finset.univ : Finset ι), HasDerivAt (fun x : ℝ => c j * x / (w j ^ 2 + x ^ 2))
      (c j * (w j ^ 2 - h ^ 2) / (w j ^ 2 + h ^ 2) ^ 2) h := by
    intro j _
    have h0 : w j ^ 2 + h ^ 2 ≠ 0 := by positivity
    have hn : HasDerivAt (fun x : ℝ => c j * x) (c j) h := by
      simpa using (hasDerivAt_id h).const_mul (c j)
    have hd : HasDerivAt (fun x : ℝ => w j ^ 2 + x ^ 2) (2 * h) h := by
      simpa using (hasDerivAt_pow 2 h).const_add (w j ^ 2)
    exact (hn.fun_div hd h0).congr_deriv (by ring)
  exact HasDerivAt.fun_sum key
```

**Q:** Does a maximizer exist at all?

**A:** Yes, given at least one transition (`Nonempty ι`) and positive weights and energies. S is continuous on the closed interval between the gaps, so it has a maximum there. By the comparison, any h outside gives less than the nearer endpoint. That makes the maximum global and rules out maximizers outside.

```lean
/-- For positive weights and transition energies an optimal broadening exists, and every optimal
broadening lies between the smallest and the largest transition energy. -/
theorem optimal_broadening [Nonempty ι] {c w : ι → ℝ} (hc : ∀ j, 0 < c j) (hw : ∀ j, 0 < w j) :
    (∃ h, IsOptimal c w h) ∧
      ∀ h, IsOptimal c w h → lowestGap w ≤ h ∧ h ≤ highestGap w := by
  have lo : ∀ j, lowestGap w ≤ w j := fun j => Finset.inf'_le w (Finset.mem_univ j)
  have hi : ∀ j, w j ≤ highestGap w := fun j => Finset.le_sup' w (Finset.mem_univ j)
  have hm : 0 < lowestGap w := (Finset.lt_inf'_iff _).2 fun j _ => hw j
  have hmM : lowestGap w ≤ highestGap w := (lo (Classical.arbitrary ι)).trans (hi _)
  constructor
  · -- the maximum over the compact interval between the gaps is global
    have hcont : ContinuousOn (conductivity c w) (Set.Icc (lowestGap w) (highestGap w)) :=
      fun x hx =>
        (hasDerivAt_conductivity c w (hm.trans_le hx.1)).continuousAt.continuousWithinAt
    obtain ⟨h, hmem, hmax⟩ := isCompact_Icc.exists_isMaxOn (Set.nonempty_Icc.2 hmM) hcont
    have hmax' := isMaxOn_iff.1 hmax
    refine ⟨h, hm.trans_le hmem.1, fun k hk => ?_⟩
    rcases lt_or_ge k (lowestGap w) with h1 | h1
    · exact (increasing_below hc hk h1 lo).le.trans (hmax' _ ⟨le_rfl, hmM⟩)
    rcases lt_or_ge (highestGap w) k with h2 | h2
    · exact (decreasing_above hc hw hi h2).le.trans (hmax' _ ⟨hmM, le_rfl⟩)
    · exact hmax' _ ⟨h1, h2⟩
  · intro h ho
    constructor
    · by_contra hcon
      exact not_lt_of_ge (ho.max _ hm) (increasing_below hc ho.pos (not_le.1 hcon) lo)
    · by_contra hcon
      exact not_lt_of_ge (ho.max _ (hm.trans_le hmM))
        (decreasing_above hc hw hi (not_le.1 hcon))
```

**Q:** Can it sit exactly on the smallest or the largest transition energy?

**A:** Only if all w_j coincide. At a maximizer S′(h) = 0. If h ≤ w_j for all j, no term of S′ is negative, so each vanishes and w_j = h throughout. If h ≥ w_j for all j, the same argument runs with signs reversed. In Lean, `bal` is S′(h) = 0 and `all` is the contradiction with unequal energies.

```lean
/-- For positive weights and transition energies that are not all equal, every optimal broadening
lies strictly between the smallest and the largest transition energy. -/
theorem optimal_broadening_strict [Nonempty ι] {c w : ι → ℝ} (hc : ∀ j, 0 < c j)
    (hw : ∀ j, 0 < w j) (hne : ∃ i j, w i ≠ w j) {h : ℝ} (ho : IsOptimal c w h) :
    lowestGap w < h ∧ h < highestGap w := by
  have hh := ho.pos
  have hl : IsLocalMax (conductivity c w) h :=
    Filter.mem_of_superset (Ioi_mem_nhds hh) fun k hk => ho.max k hk
  have bal := hl.hasDerivAt_eq_zero (hasDerivAt_conductivity c w hh)
  -- the terms of the derivative cannot all vanish
  have all : (∀ j, c j * (w j ^ 2 - h ^ 2) / (w j ^ 2 + h ^ 2) ^ 2 = 0) → False := by
    intro hz
    have e : ∀ j, w j = h := by
      intro j
      have hd : (w j ^ 2 + h ^ 2) ^ 2 ≠ 0 := by positivity
      have h1 := (div_eq_zero_iff.1 (hz j)).resolve_right hd
      have h2 := (mul_eq_zero.1 h1).resolve_left (hc j).ne'
      have h3 : (w j - h) * (w j + h) = 0 := by linear_combination h2
      rcases mul_eq_zero.1 h3 with h4 | h4 <;> linarith [hw j]
    obtain ⟨i, j, hij⟩ := hne
    exact hij ((e i).trans (e j).symm)
  constructor
  · by_contra hcon
    refine all fun j =>
      (Finset.sum_eq_zero_iff_of_nonneg (fun i _ => ?_)).1 bal j (Finset.mem_univ j)
    have h1 : h ≤ w i := (not_lt.1 hcon).trans (Finset.inf'_le w (Finset.mem_univ i))
    have h2 : 0 ≤ w i ^ 2 - h ^ 2 := by nlinarith
    exact div_nonneg (mul_nonneg (hc i).le h2) (sq_nonneg _)
  · by_contra hcon
    refine all fun j =>
      (Finset.sum_eq_zero_iff_of_nonpos (fun i _ => ?_)).1 bal j (Finset.mem_univ j)
    have h1 : w i ≤ h := (Finset.le_sup' w (Finset.mem_univ i)).trans (not_lt.1 hcon)
    have h2 : 0 ≤ h ^ 2 - w i ^ 2 := by nlinarith [hw i]
    exact div_nonpos_of_nonpos_of_nonneg (by nlinarith [mul_nonneg (hc i).le h2]) (sq_nonneg _)
```

**Q:** Then I can speak of *the* optimal broadening?

**A:** Not in general. Take energies 1 and 100 with weights 1 and 100:

S(h) = h/(1 + h²) + 100h/(10000 + h²)

Replacing h by 100/h swaps the terms, so maximizers map to maximizers. The only positive fixed point is h = 10, but S(10) = 20/101 is below S(1) = 1/2 + 100/10001. A maximizer and its image are therefore different.

```lean
/-- Two transitions with energies 1 and 100 and weights 1 and 100 have two different optimal
broadenings. -/
theorem optimal_not_unique :
    ∃ h k : ℝ, h ≠ k ∧ IsOptimal ![1, 100] ![1, 100] h ∧ IsOptimal ![1, 100] ![1, 100] k := by
  have hS : ∀ h : ℝ, conductivity ![1, 100] ![1, 100] h
      = h / (1 + h ^ 2) + 100 * h / (10000 + h ^ 2) := by
    intro h
    norm_num [conductivity, Fin.sum_univ_two]
  have hpos : ∀ j, 0 < (![1, 100] : Fin 2 → ℝ) j := by simp [Fin.forall_fin_two]
  obtain ⟨h, ho⟩ := (optimal_broadening hpos hpos).1
  have hh := ho.pos
  obtain ⟨k, hk, hhk⟩ : ∃ k : ℝ, 0 < k ∧ h * k = 100 :=
    ⟨100 / h, by positivity, by field_simp⟩
  -- replacing `h` by `100 / h` exchanges the two Lorentzians
  have e1 : k / (1 + k ^ 2) = 100 * h / (10000 + h ^ 2) := by
    rw [div_eq_div_iff (by positivity) (by positivity)]
    linear_combination (h - 100 * k) * hhk
  have e2 : 100 * k / (10000 + k ^ 2) = h / (1 + h ^ 2) := by
    rw [div_eq_div_iff (by positivity) (by positivity)]
    linear_combination (100 * h - k) * hhk
  have hsym : conductivity ![1, 100] ![1, 100] k = conductivity ![1, 100] ![1, 100] h := by
    rw [hS, hS, e1, e2, add_comm]
  refine ⟨h, k, fun heq => ?_, ho, hk, fun x hx => (ho.max x hx).trans hsym.ge⟩
  -- the fixed point `h = 10` is not optimal
  have h10 : h = 10 := by
    rw [← heq] at hhk
    nlinarith
  have h1 := ho.max 1 one_pos
  rw [hS, hS, h10] at h1
  norm_num at h1

end

end KuboGreenwoodBroadening
```

**Q:** Where would I meet this in a calculation?

**A:** Take a supercell snapshot of a liquid metal. Differences of its Kohn-Sham eigenvalues give the w_j, and the velocity matrix elements and occupations give the c_j. Keep only the pairs of states with w_j > 0 and c_j > 0, each counted once, with a factor 2 in c_j for its two orderings. This leaves out the diagonal and degenerate terms with w_j = 0. Each of them would add c_j/h, which diverges as h → 0 if c_j > 0, and the theorem on the maximum doesn't cover them. Plotting S against h, you see a linear rise with slope ∑ c_j/w_j², one or more humps, and a tail ∑ c_j/h. For this finite, independent-electron sum, the highest point lies between the smallest and the largest of the w_j kept, and these can be far apart. The theorem doesn't identify its position with a scattering rate.

```lean
#print axioms KuboGreenwoodBroadening.small_broadening
#print axioms KuboGreenwoodBroadening.large_broadening
#print axioms KuboGreenwoodBroadening.optimal_broadening_strict
#print axioms KuboGreenwoodBroadening.optimal_not_unique
```

```
'KuboGreenwoodBroadening.small_broadening' depends on axioms: [propext, Classical.choice, Quot.sound]
'KuboGreenwoodBroadening.large_broadening' depends on axioms: [propext, Classical.choice, Quot.sound]
'KuboGreenwoodBroadening.optimal_broadening_strict' depends on axioms: [propext, Classical.choice, Quot.sound]
'KuboGreenwoodBroadening.optimal_not_unique' depends on axioms: [propext, Classical.choice, Quot.sound]
```
